# A dimer is stationary under rotation exactly when its gradient difference lies along its axis

## Two images near a saddle

A search for a transition state that starts from a single minimum can climb along a direction of low curvature. The dimer method estimates such a direction from two copies of the system, called images, placed at equal distances on either side of a point $x$. The pair is rotated about $x$ to lower the sum of the two energies, using only gradients. At which orientations does this rotation have no first-order effect on the energy?

Let $E$ be a differentiable energy, $h>0$ the distance from the centre to each image, and $n$ a unit vector along the dimer axis. The dimer energy is
$$D(n)=E(x+hn)+E(x-hn),$$
and the difference of the gradients at the images is
$$g=\nabla E(x+hn)-\nabla E(x-hn).$$
The dimer energy is stationary under every rotation of $n$ if and only if $g=cn$ for some real $c$.

## The slope of a rotation

Take a unit vector $t$ perpendicular to $n$ and rotate the axis towards it:
$$\gamma(\theta)=\cos\theta\,n+\sin\theta\,t.$$
The axis keeps its length, since $\|\gamma(\theta)\|^2=\cos^2\theta+\sin^2\theta=1$, and $\gamma'(0)=t$. The images therefore start to move with velocities $ht$ and $-ht$, and the chain rule gives
$$\frac{d}{d\theta}D(\gamma(\theta))\Big|_{0}=\langle\nabla E(x+hn),ht\rangle-\langle\nabla E(x-hn),ht\rangle=h\langle g,t\rangle .$$

If $g=cn$, this slope is $hc\langle n,t\rangle=0$ for every tangent $t$.

For the converse, remove from $g$ its component along the axis:
$$w=g-\langle n,g\rangle n,\qquad \langle n,w\rangle=0 .$$
Because $t\perp n$, we have $\langle g,t\rangle=\langle w,t\rangle$. If $w\neq0$, the unit tangent $-w/\|w\|$ has slope $-h\|w\|<0$, so the dimer is not stationary. Stationarity thus forces $w=0$, which says $g=\langle n,g\rangle n$.

By Cauchy–Schwarz, $h\langle w,t\rangle\ge-h\|w\|$ for every unit tangent $t$, so $-w/\|w\|$ is also a direction of steepest descent.

## Quadratic surfaces and eigenvectors

Let $E(y)=E_0+\langle b,y\rangle+\tfrac12\langle y,Hy\rangle$ with $H$ symmetric. The first-order change of $E$ along $v$ is
$$\langle b,v\rangle+\tfrac12\big(\langle y,Hv\rangle+\langle v,Hy\rangle\big)=\langle b+Hy,v\rangle,$$
so $\nabla E(y)=b+Hy$. In the gradient difference $b$ and $Hx$ cancel, leaving $g=2hHn$. Since $2h\neq0$, the dimer is stationary exactly when $Hn=cn$ for some real $c$, whatever the centre $x$ and the distance $h$.

Any eigenvector qualifies, not only the one of lowest curvature. Here $D(n)=2E(x)+h^2\langle n,Hn\rangle$, so it is lowering the dimer energy, rather than stationarity alone, that favours the soft mode.

## One dimension

On a line there is no unit vector perpendicular to $n$, so every dimer is stationary for want of a rotation. The other side of the equivalence agrees: every vector on a line is a multiple of $n$.

## The rotational force in a calculation

Consider a code that evaluates the forces $F=-\nabla E$ at both images. The part of $F(x+hn)-F(x-hn)$ perpendicular to $n$ is $-w$, and a simple rotation step turns the axis towards it. Rotation is typically stopped when the size of this vector, or an estimated rotation angle, falls below a tolerance. For a differentiable energy, the theorem identifies the exact zero of this rotational force with rotational stationarity; it does not say that an iteration reaches it.

## The statement in Lean

The space `V` is a complete real inner product space, which includes $\mathbb R^d$ with its Euclidean inner product. Gradients, lengths and right angles all refer to that one inner product. The functions `dimerEnergy`, `rotated`, `gradDiff` and `transverse` are $D$, $\gamma$, $g$ and $w$.

`RotationStationary E x h n` says that for every unit `t` perpendicular to `n`, the dimer energy along `rotated n t` has derivative zero at angle zero. The theorem `rotationStationary_iff` assumes `Differentiable ℝ E`, `0 < h` and `‖n‖ = 1`. Differentiability is required on the whole space, an idealisation for molecular energies, which are singular where nuclei coincide. In the quadratic theorem `H` is a continuous linear map, and `hH` states its symmetry.

The translation of the dimer towards a saddle is not modelled.

```lean
import Mathlib

open scoped InnerProductSpace

namespace DimerRotation

noncomputable section

variable {V : Type*} [NormedAddCommGroup V] [InnerProductSpace ℝ V]

/-- The dimer energy: the sum of the energies of the two images at `x + h n` and `x - h n`. -/
def dimerEnergy (E : V → ℝ) (x : V) (h : ℝ) (n : V) : ℝ :=
  E (x + h • n) + E (x - h • n)

/-- The vector `cos θ n + sin θ t`. For perpendicular unit vectors `n` and `t`, this is the axis `n`
rotated by the angle `θ` towards `t`. -/
def rotated (n t : V) (θ : ℝ) : V :=
  Real.cos θ • n + Real.sin θ • t

/-- The dimer energy has zero derivative under rotation of `n` towards every unit tangent `t`. -/
def RotationStationary (E : V → ℝ) (x : V) (h : ℝ) (n : V) : Prop :=
  ∀ t : V, ‖t‖ = 1 → ⟪n, t⟫_ℝ = 0 →
    HasDerivAt (fun θ => dimerEnergy E x h (rotated n t θ)) 0 0

/-- Rotating a unit axis towards a perpendicular unit vector keeps its length equal to one. -/
theorem norm_rotated {n t : V} (hn : ‖n‖ = 1) (ht : ‖t‖ = 1) (hnt : ⟪n, t⟫_ℝ = 0)
    (θ : ℝ) : ‖rotated n t θ‖ = 1 := by
  have key : ‖rotated n t θ‖ ^ 2 = 1 := by
    rw [rotated, norm_add_sq_real, norm_smul, norm_smul, real_inner_smul_left,
      real_inner_smul_right, hn, ht, hnt]
    simp only [mul_one, mul_zero, add_zero, Real.norm_eq_abs, sq_abs]
    linarith [Real.cos_sq_add_sin_sq θ]
  exact (pow_eq_one_iff_of_nonneg (norm_nonneg _) two_ne_zero).mp key

/-- The initial velocity of the rotating axis is the tangent direction `t`. -/
theorem hasDerivAt_rotated (n t : V) : HasDerivAt (rotated n t) t 0 := by
  have h := ((Real.hasDerivAt_cos 0).smul_const n).add ((Real.hasDerivAt_sin 0).smul_const t)
  exact h.congr_deriv (by simp)

variable [CompleteSpace V]

/-- The difference of the energy gradients at the two images of the dimer. -/
def gradDiff (E : V → ℝ) (x : V) (h : ℝ) (n : V) : V :=
  gradient E (x + h • n) - gradient E (x - h • n)

/-- The gradient difference with its projection on the unit axis `n` removed. -/
def transverse (E : V → ℝ) (x : V) (h : ℝ) (n : V) : V :=
  gradDiff E x h n - ⟪n, gradDiff E x h n⟫_ℝ • n

/-- The unit vector opposite to the transverse gradient difference, or zero if that difference
vanishes. -/
def steepestTangent (E : V → ℝ) (x : V) (h : ℝ) (n : V) : V :=
  -(‖transverse E x h n‖⁻¹ • transverse E x h n)

/-- Along a path of dimer axes with velocity `v`, the dimer energy changes at the rate
`h` times the inner product of the gradient difference with `v`. -/
theorem hasDerivAt_dimerEnergy {E : V → ℝ} (hE : Differentiable ℝ E) (x : V) (h : ℝ)
    {γ : ℝ → V} {v : V} {s : ℝ} (hγ : HasDerivAt γ v s) :
    HasDerivAt (fun θ => dimerEnergy E x h (γ θ)) (h * ⟪gradDiff E x h (γ s), v⟫_ℝ) s := by
  -- the two images move with opposite velocities
  have hp : HasDerivAt (fun θ => x + h • γ θ) (h • v) s := (hγ.const_smul h).const_add x
  have hm : HasDerivAt (fun θ => x - h • γ θ) (-(h • v)) s := (hγ.const_smul h).const_sub x
  have gp : HasFDerivAt E (InnerProductSpace.toDual ℝ V (gradient E (x + h • γ s)))
      ((fun θ => x + h • γ θ) s) := (hE (x + h • γ s)).hasGradientAt.hasFDerivAt
  have gm : HasFDerivAt E (InnerProductSpace.toDual ℝ V (gradient E (x - h • γ s)))
      ((fun θ => x - h • γ θ) s) := (hE (x - h • γ s)).hasGradientAt.hasFDerivAt
  refine ((gp.comp_hasDerivAt s hp).add (gm.comp_hasDerivAt s hm)).congr_deriv ?_
  change ⟪gradient E (x + h • γ s), h • v⟫_ℝ + ⟪gradient E (x - h • γ s), -(h • v)⟫_ℝ = _
  simp only [gradDiff, inner_neg_right, real_inner_smul_right, inner_sub_left]
  ring

/-- The derivative at angle zero of the dimer energy along `rotated n t` is `h` times the inner
product of the gradient difference with `t`. -/
theorem hasDerivAt_rotation {E : V → ℝ} (hE : Differentiable ℝ E) (x : V) (h : ℝ) (n t : V) :
    HasDerivAt (fun θ => dimerEnergy E x h (rotated n t θ))
      (h * ⟪gradDiff E x h n, t⟫_ℝ) 0 := by
  have key := hasDerivAt_dimerEnergy hE x h (hasDerivAt_rotated n t)
  have h0 : rotated n t 0 = n := by simp [rotated]
  rwa [h0] at key

/-- If the transverse gradient difference is nonzero, rotation against it lowers the dimer energy
at the rate `h` times its norm, and no unit tangent direction gives a lower slope. -/
theorem steepest_rotation {E : V → ℝ} (hE : Differentiable ℝ E) (x : V) {h : ℝ} (hh : 0 < h)
    {n : V} (hn : ‖n‖ = 1) (hw : transverse E x h n ≠ 0) :
    ‖steepestTangent E x h n‖ = 1 ∧ ⟪n, steepestTangent E x h n⟫_ℝ = 0 ∧
    HasDerivAt (fun θ => dimerEnergy E x h (rotated n (steepestTangent E x h n) θ))
      (-(h * ‖transverse E x h n‖)) 0 ∧
    ∀ s : V, ‖s‖ = 1 → ⟪n, s⟫_ℝ = 0 →
      -(h * ‖transverse E x h n‖) ≤
        deriv (fun θ => dimerEnergy E x h (rotated n s θ)) 0 := by
  have h0 : ‖transverse E x h n‖ ≠ 0 := norm_ne_zero_iff.mpr hw
  have hnw : ⟪n, transverse E x h n⟫_ℝ = 0 := by
    rw [transverse, inner_sub_right, real_inner_smul_right, real_inner_self_eq_norm_sq, hn]
    ring
  -- tangent vectors only see the transverse part
  have hproj : ∀ s : V, ⟪n, s⟫_ℝ = 0 →
      ⟪gradDiff E x h n, s⟫_ℝ = ⟪transverse E x h n, s⟫_ℝ := by
    intro s hs
    rw [transverse, inner_sub_left, real_inner_smul_left, hs]
    ring
  have hnt : ⟪n, steepestTangent E x h n⟫_ℝ = 0 := by
    rw [steepestTangent, inner_neg_right, real_inner_smul_right, hnw]
    ring
  refine ⟨?_, hnt, ?_, ?_⟩
  · rw [steepestTangent, norm_neg, norm_smul, norm_inv, norm_norm, inv_mul_cancel₀ h0]
  · refine (hasDerivAt_rotation hE x h n _).congr_deriv ?_
    have e : ‖transverse E x h n‖⁻¹ * ‖transverse E x h n‖ ^ 2 = ‖transverse E x h n‖ := by
      rw [sq, inv_mul_cancel_left₀ h0]
    rw [hproj _ hnt, steepestTangent, inner_neg_right, real_inner_smul_right,
      real_inner_self_eq_norm_sq, e]
    ring
  · intro s hs1 hs
    rw [(hasDerivAt_rotation hE x h n s).deriv, hproj s hs]
    -- Cauchy-Schwarz bounds the slope
    have cs := abs_real_inner_le_norm (transverse E x h n) s
    rw [hs1, mul_one] at cs
    have lower := mul_le_mul_of_nonneg_left (abs_le.mp cs).1 hh.le
    linarith

/-- The dimer energy is stationary under all rotations of the unit axis `n` if and only if the
difference of the gradients at the two images is a multiple of `n`. -/
theorem rotationStationary_iff {E : V → ℝ} (hE : Differentiable ℝ E) (x : V) {h : ℝ}
    (hh : 0 < h) {n : V} (hn : ‖n‖ = 1) :
    RotationStationary E x h n ↔
      ∃ c : ℝ, gradient E (x + h • n) - gradient E (x - h • n) = c • n := by
  change _ ↔ ∃ c : ℝ, gradDiff E x h n = c • n
  constructor
  · intro hs
    refine ⟨⟪n, gradDiff E x h n⟫_ℝ, ?_⟩
    by_cases hw : transverse E x h n = 0
    · exact sub_eq_zero.mp hw
    · -- a transverse part would give a rotation with negative slope
      obtain ⟨h1, h2, h3, _⟩ := steepest_rotation hE x hh hn hw
      have h4 := h3.unique (hs _ h1 h2)
      have h5 : 0 < h * ‖transverse E x h n‖ := mul_pos hh (norm_pos_iff.mpr hw)
      linarith
  · rintro ⟨c, hc⟩ t _ hnt
    refine (hasDerivAt_rotation hE x h n t).congr_deriv ?_
    rw [hc, real_inner_smul_left, hnt]
    ring

/-- The quadratic energy with constant `E₀`, linear coefficient `b` and quadratic form
given by `H`. -/
def quadraticEnergy (E₀ : ℝ) (b : V) (H : V →L[ℝ] V) (y : V) : ℝ :=
  E₀ + (⟪b, y⟫_ℝ + (1 / 2 : ℝ) * ⟪y, H y⟫_ℝ)

/-- For symmetric `H`, the gradient of the quadratic energy at `y` is `b + H y`. -/
theorem hasGradientAt_quadraticEnergy (E₀ : ℝ) (b : V) (H : V →L[ℝ] V)
    (hH : ∀ u v, ⟪H u, v⟫_ℝ = ⟪u, H v⟫_ℝ) (y : V) :
    HasGradientAt (quadraticEnergy E₀ b H) (b + H y) y := by
  rw [hasGradientAt_iff_hasFDerivAt]
  have h1 : HasFDerivAt (fun z => ⟪b, z⟫_ℝ) (innerSL ℝ b) y := (innerSL ℝ b).hasFDerivAt
  have h2 := (hasFDerivAt_id (𝕜 := ℝ) y).inner ℝ (H.hasFDerivAt (x := y))
  refine ((h1.add (h2.const_mul (1 / 2 : ℝ))).const_add E₀).congr_fderiv ?_
  ext v
  change ⟪b, v⟫_ℝ + (1 / 2 : ℝ) • (⟪y, H v⟫_ℝ + ⟪v, H y⟫_ℝ) = ⟪b + H y, v⟫_ℝ
  rw [smul_eq_mul, inner_add_left, ← hH y v, real_inner_comm (H y) v]
  ring

/-- On a quadratic energy surface with symmetric Hessian `H`, a dimer of any positive half-length
is rotationally stationary if and only if its axis is an eigenvector of `H`. -/
theorem quadratic_rotationStationary_iff (E₀ : ℝ) (b : V) (H : V →L[ℝ] V)
    (hH : ∀ u v, ⟪H u, v⟫_ℝ = ⟪u, H v⟫_ℝ) (x : V) {h : ℝ} (hh : 0 < h)
    {n : V} (hn : ‖n‖ = 1) :
    RotationStationary (quadraticEnergy E₀ b H) x h n ↔ ∃ c : ℝ, H n = c • n := by
  have hg := hasGradientAt_quadraticEnergy E₀ b H hH
  have hE : Differentiable ℝ (quadraticEnergy E₀ b H) :=
    fun y => (hg y).hasFDerivAt.differentiableAt
  rw [rotationStationary_iff hE x hh hn, (hg _).gradient, (hg _).gradient]
  -- the centre and the linear term cancel
  have key : b + H (x + h • n) - (b + H (x - h • n)) = (2 * h) • H n := by
    rw [map_add, map_sub, map_smul]
    module
  rw [key]
  have h2 : 2 * h ≠ 0 := by positivity
  constructor
  · rintro ⟨c, hc⟩
    exact ⟨(2 * h)⁻¹ * c, by rw [mul_smul, ← hc, inv_smul_smul₀ h2]⟩
  · rintro ⟨c, hc⟩
    exact ⟨2 * h * c, by rw [hc, mul_smul (2 * h) c n]⟩

end

end DimerRotation
```

```lean
#print axioms DimerRotation.norm_rotated
#print axioms DimerRotation.rotationStationary_iff
#print axioms DimerRotation.quadratic_rotationStationary_iff
```

```
'DimerRotation.norm_rotated' depends on axioms: [propext, Classical.choice, Quot.sound]
'DimerRotation.rotationStationary_iff' depends on axioms: [propext, Classical.choice, Quot.sound]
'DimerRotation.quadratic_rotationStationary_iff' depends on axioms: [propext, Classical.choice, Quot.sound]
```

## How the proof follows the calculation

`norm_rotated` expands the squared norm and uses $\cos^2\theta+\sin^2\theta=1$. It confirms that the path is a rotation of a unit axis; the later proofs do not call it. `hasDerivAt_rotated` computes $\gamma'(0)=t$.

`hasDerivAt_dimerEnergy` is the chain rule for any differentiable path of axes. Its facts `hp` and `hm` are the opposite velocities of the images, while `gp` and `gm` express the derivative of $E$ at each image through its gradient. `hasDerivAt_rotation` specialises this to $\gamma$ at angle zero and yields $h\langle g,t\rangle$.

`steepest_rotation` treats $w\neq0$. It shows that `steepestTangent` has unit length, is perpendicular to $n$ and has slope $-h\|w\|$, and that no unit tangent has a lower slope. The step `hproj` replaces $g$ by $w$ in inner products with tangents, and `cs` is Cauchy–Schwarz.

In `rotationStationary_iff`, the forward direction splits on whether $w=0$. If so, $g=\langle n,g\rangle n$ follows at once. If not, the slope along `steepestTangent` would be both zero and $-h\|w\|$; derivatives are unique, and `linarith` closes the contradiction. The reverse direction substitutes $g=cn$ into the slope formula.

`hasGradientAt_quadraticEnergy` differentiates the quadratic form by the product rule and uses `hH` to merge its two halves. In `quadratic_rotationStationary_iff`, `key` is the cancellation $g=2hHn$, and the remaining lines rescale $c$ by $2h$.
